# The mixed energy with a fixed exact eigenvector is stationary in the trial state wherever the overlap is non-zero

On a real inner product space, let `H` be a symmetric linear operator and `φ` a vector with `H φ = e • φ`, both independent of the real parameter R. A trial vector ψ(R) is continuous at R₀ and has non-zero overlap with `φ` there; neither vector need be normalised. The declaration states that the mixed energy ⟨φ, Hψ(R)⟩ / ⟨φ, ψ(R)⟩ has derivative zero with respect to R at R₀, though ψ itself is not assumed differentiable. The attempt uses continuity to keep the overlap non-zero near R₀, then symmetry and the eigenvalue equation to show that the quotient equals the constant `e` there, so that it inherits the constant's zero derivative.

This version doesn't compile in Lean 4 with Mathlib:

```lean
import Mathlib

open Filter Topology

noncomputable section

namespace MixedEnergyStationaryInTrial

variable {V : Type*} [NormedAddCommGroup V] [InnerProductSpace ℝ V]

/-- Let `H` be symmetric with `H φ = e φ`, both held fixed. If the trial state moves continuously
and overlaps with `φ` at `R₀`, the mixed energy has zero derivative there. -/
theorem mixedEnergy_stationary_in_trial {H : V →ₗ[ℝ] V} {φ : V} {e R₀ : ℝ} {ψ : ℝ → V}
    (hsym : H.IsSymmetric) (heig : H φ = e • φ) (hψ : ContinuousAt ψ R₀)
    (hov : inner ℝ φ (ψ R₀) ≠ 0) :
    HasDerivAt (fun R => inner ℝ φ (H (ψ R)) / inner ℝ φ (ψ R)) 0 R₀ := by
  have hc : ContinuousAt (fun R => inner ℝ φ (ψ R)) R₀ :=
    ContinuousAt.inner ℝ continuousAt_const hψ
  refine (hasDerivAt_const R₀ e).congr_of_eventuallyEq ?_
  filter_upwards [hc.eventually_ne hov] with R hR
  rw [div_eq_iff hR, ← hsym φ (ψ R), heig, real_inner_smul_left]

end MixedEnergyStationaryInTrial
```

Lean reports:

```
Main.lean:18:23: error: Application type mismatch: The argument
  ℝ
has type
  Type
of sort `Type 1` but is expected to have type
  ContinuousAt ?m.66 ?m.68
of sort `Prop` in the application
  ContinuousAt.inner ℝ
```

After these edits no error is left:

```diff
@@ -16,5 +16,5 @@
     HasDerivAt (fun R => inner ℝ φ (H (ψ R)) / inner ℝ φ (ψ R)) 0 R₀ := by
   have hc : ContinuousAt (fun R => inner ℝ φ (ψ R)) R₀ :=
-    ContinuousAt.inner ℝ continuousAt_const hψ
+    ContinuousAt.inner continuousAt_const hψ
   refine (hasDerivAt_const R₀ e).congr_of_eventuallyEq ?_
   filter_upwards [hc.eventually_ne hov] with R hR
```

What went wrong. The error lies in the step `hc`, which asserts that the overlap ⟨φ, ψ(R)⟩ is continuous at R₀. The attempt gives `ContinuousAt.inner` the scalar field `ℝ` as its first explicit argument. In that place the lemma expects a proof that a function is continuous at a point, as the expected type `ContinuousAt ?m.66 ?m.68` shows. `ℝ` is a type and not such a proof, so Lean reports an application type mismatch.

The function `inner` does take the field explicitly, as in `inner ℝ φ (ψ R)`, but this lemma does not. The diff removes `ℝ` from the call. The two remaining arguments are then the ones the lemma wants: `continuousAt_const` for the fixed vector `φ`, and `hψ` for the trial vector. Lean can read the field from the stated type of `hc`, where `inner ℝ` already names it. The rest of the proof is unchanged.
